# For a positive definite overlap S, steepest descent in the S metric points along −S⁻¹g for every nonzero gradient g

Take an ultrasoft eigensolver with Hamiltonian H, overlap matrix S and an orbital x of energy ε. If the residual Hx − εSx is nonzero and the solver steps along its negative, the energy still falls to first order. But the step is in general not the steepest one among directions of equal S-length, because the residual is a covariant gradient and S has not yet been inverted.

## The lowest slope at unit S-length

Write ⟨u,v⟩ for the sum of conj(uᵢ)vᵢ. Let S be positive definite, g ≠ 0, and

N = √⟨g,S⁻¹g⟩.

Among complex vectors d with ⟨d,Sd⟩ = 1, the minimum of Re⟨g,d⟩ is −N, attained only at

d = −S⁻¹g/N.

## From residual to search direction

A code relies on this when it turns a residual into a steepest-descent direction in the S metric, here for one orbital in a finite basis with H held fixed. For Hermitian H and ⟨x,Sx⟩ = 1, put ε = ⟨x,Hx⟩ and r = Hx − εSx. Along x + td with real t, the energy is

E(t) = (ε + 2t Re⟨x,Hd⟩ + t²⟨d,Hd⟩) / (1 + 2t Re⟨x,Sd⟩ + t²⟨d,Sd⟩).

The quotient rule at t = 0 gives

E′(0) = 2 Re⟨x,Hd⟩ − 2ε Re⟨x,Sd⟩ = 2 Re⟨r,d⟩.

So r plays the part of g, up to the factor 2. The corrected residual S⁻¹r is also S-orthogonal to the orbital:

⟨x,S S⁻¹r⟩ = ⟨x,Hx⟩ − ε⟨x,Sx⟩ = 0.

## Completing the square in the S metric

Let p = S⁻¹g. Then Sp = g, and since S is Hermitian,

⟨p,Sd⟩ = ⟨Sp,d⟩ = ⟨g,d⟩.

With d = p this gives ⟨p,Sp⟩ = ⟨g,p⟩ = N². It is positive, since p = 0 would force g = 0. For ⟨d,Sd⟩ = 1,

⟨p + Nd, S(p + Nd)⟩ = N² + 2N Re⟨g,d⟩ + N² = 2N(N + Re⟨g,d⟩).

The left side is nonnegative, so Re⟨g,d⟩ ≥ −N. Equality forces p + Nd = 0, hence d = −p/N. This vector qualifies: its squared S-length is N²/N² = 1 and its slope is −N²/N = −N.

Replacing Re⟨g,d⟩ by |⟨g,d⟩| loses uniqueness: the modulus is largest at −p/N times any phase, and the real part singles out the one of steepest descent.

When is −g already steepest? If −p/N = −cg with c > 0, applying S gives Sg = g/(Nc). Conversely, Sg = μg with μ > 0 gives p = g/μ and c = 1/(Nμ). So g must be an eigenvector of S.

## Lean definitions and proofs

```lean
import Mathlib

open Matrix
open scoped ComplexOrder

namespace UltrasoftSteepestDescent

noncomputable section

variable {n : Type*} [Fintype n] {H S A : Matrix n n ℂ} {g : n → ℂ}

/-- The matrix element `⟨x, A y⟩` between two coefficient vectors. -/
def braket (A : Matrix n n ℂ) (x y : n → ℂ) : ℂ := star x ⬝ᵥ A *ᵥ y

/-- For Hermitian `H` and `S`, the energy `⟨x, H x⟩ / ⟨x, S x⟩` of an orbital, for orbitals with
`⟨x, S x⟩ ≠ 0`. -/
def energy (H S : Matrix n n ℂ) (x : n → ℂ) : ℝ := (braket H x x).re / (braket S x x).re

/-- For Hermitian `H` and `S`, the residual `H x - ε S x`, with `ε` the energy of `x`, for orbitals
with `⟨x, S x⟩ ≠ 0`. -/
def residual (H S : Matrix n n ℂ) (x : n → ℂ) : n → ℂ :=
  H *ᵥ x - (energy H S x : ℂ) • S *ᵥ x

/-- Matrix elements of a Hermitian matrix are conjugated when the two vectors are exchanged. -/
theorem braket_symm (hA : A.IsHermitian) (x y : n → ℂ) :
    braket A y x = star (braket A x y) := by
  unfold braket
  rw [Matrix.star_dotProduct y (A *ᵥ x), Matrix.star_mulVec, hA.eq, ← Matrix.dotProduct_mulVec]

/-- For Hermitian `A` and real `t`, the real part of `⟨v, A v⟩` at `v = x + t d` is a polynomial in
`t` of degree at most two, with the coefficients shown. -/
theorem braket_line (hA : A.IsHermitian) (x d : n → ℂ) (t : ℝ) :
    (braket A (x + (t : ℂ) • d) (x + (t : ℂ) • d)).re =
      (braket A x x).re + 2 * t * (braket A x d).re + t ^ 2 * (braket A d d).re := by
  have e : braket A (x + (t : ℂ) • d) (x + (t : ℂ) • d) = braket A x x + (t : ℂ) * braket A x d
      + (t : ℂ) * braket A d x + ((t ^ 2 : ℝ) : ℂ) * braket A d d := by
    simp only [braket, star_add, star_smul, Matrix.mulVec_add, Matrix.mulVec_smul,
      add_dotProduct, dotProduct_add, smul_dotProduct, dotProduct_smul, smul_eq_mul,
      Complex.star_def, Complex.conj_ofReal]
    push_cast
    ring
  rw [e, braket_symm hA x d]
  simp only [Complex.add_re, Complex.re_ofReal_mul, Complex.star_def, Complex.conj_re]
  ring

/-- For a positive definite overlap matrix, `⟨x, S x⟩` is nonnegative and vanishes only for the
zero vector. -/
theorem braket_definite (hS : S.PosDef) (x : n → ℂ) :
    0 ≤ (braket S x x).re ∧ ((braket S x x).re = 0 ↔ x = 0) := by
  have hp : x ≠ 0 → 0 < (braket S x x).re :=
    fun h => (Complex.lt_def.1 (hS.dotProduct_mulVec_pos h)).1
  by_cases h : x = 0
  · subst h
    simp [braket]
  · exact ⟨(hp h).le, fun e => absurd e (hp h).ne', fun e => absurd e h⟩

/-- For Hermitian `H` and `S` and an orbital with `⟨x, S x⟩ = 1`, the slope of the energy along `d`
is `2 Re⟨r, d⟩` with `r` the residual: up to the factor 2, `r` is the covariant gradient. -/
theorem energy_hasDerivAt (hH : H.IsHermitian) (hS : S.IsHermitian) (x d : n → ℂ)
    (hx : braket S x x = 1) :
    HasDerivAt (fun t : ℝ => energy H S (x + (t : ℂ) • d))
      (2 * (star (residual H S x) ⬝ᵥ d).re) 0 := by
  have hE : energy H S x = (braket H x x).re := by simp [energy, hx]
  have hr : (star (residual H S x) ⬝ᵥ d).re =
      (braket H x d).re - energy H S x * (braket S x d).re := by
    have h : star d ⬝ᵥ residual H S x =
        braket H d x - (energy H S x : ℂ) * braket S d x := by
      simp only [residual, braket, dotProduct_sub, dotProduct_smul, smul_eq_mul]
    rw [Matrix.star_dotProduct, h, braket_symm hH x d, braket_symm hS x d]
    simp only [Complex.star_def, Complex.conj_re, Complex.sub_re, Complex.re_ofReal_mul]
  -- numerator and denominator are both quadratic in the step length
  have quad : ∀ a b c : ℝ, HasDerivAt (fun t : ℝ => a + 2 * t * b + t ^ 2 * c) (2 * b) 0 := by
    intro a b c
    have h := ((((hasDerivAt_id' (0 : ℝ)).const_mul 2).mul_const b).const_add a).fun_add
      (((hasDerivAt_id' (0 : ℝ)).fun_pow 2).mul_const c)
    exact h.congr_deriv (by simp)
  have h := (quad (braket H x x).re (braket H x d).re (braket H d d).re).fun_div
    (quad (braket S x x).re (braket S x d).re (braket S d d).re) (by simp [hx])
  rw [hr, hE]
  simp only [energy, braket_line hH, braket_line hS]
  refine h.congr_deriv ?_
  simp only [hx, Complex.one_re]
  ring

variable [DecidableEq n]

/-- The length `√⟨g, S⁻¹ g⟩` of a covariant gradient, for positive definite `S`. -/
def dualNorm (S : Matrix n n ℂ) (g : n → ℂ) : ℝ := √(star g ⬝ᵥ S⁻¹ *ᵥ g).re

/-- The direction `-S⁻¹ g / √⟨g, S⁻¹ g⟩`, for positive definite `S` and `g ≠ 0`. -/
def steepestDir (S : Matrix n n ℂ) (g : n → ℂ) : n → ℂ :=
  ((-(dualNorm S g)⁻¹ : ℝ) : ℂ) • (S⁻¹ *ᵥ g)

/-- For positive definite `S`, the contravariant gradient `S⁻¹ g` is mapped to `g` by `S`, and
its `S` inner product with any `d` is `⟨g, d⟩`. -/
theorem contravariant_represents (hS : S.PosDef) (g : n → ℂ) :
    S *ᵥ (S⁻¹ *ᵥ g) = g ∧ ∀ d, braket S (S⁻¹ *ᵥ g) d = star g ⬝ᵥ d := by
  have h : S *ᵥ (S⁻¹ *ᵥ g) = g := by
    rw [Matrix.mulVec_mulVec, Matrix.mul_nonsing_inv S hS.det_pos.ne'.isUnit, Matrix.one_mulVec]
  refine ⟨h, fun d => ?_⟩
  rw [braket_symm hS.isHermitian d, braket, h, ← Matrix.star_dotProduct]

/-- For positive definite `S`, the number `⟨g, S⁻¹ g⟩` is real and equals the squared length of
the covariant gradient. -/
theorem dualNorm_sq (hS : S.PosDef) (g : n → ℂ) :
    star g ⬝ᵥ S⁻¹ *ᵥ g = ((dualNorm S g ^ 2 : ℝ) : ℂ) := by
  have h := (contravariant_represents hS g).2 (S⁻¹ *ᵥ g)
  have h0 : 0 ≤ (star g ⬝ᵥ S⁻¹ *ᵥ g).re := by
    rw [← h]
    exact (braket_definite hS _).1
  rw [dualNorm, Real.sq_sqrt h0, ← h]
  exact (Complex.conj_eq_iff_re.1 (braket_symm hS.isHermitian _ _).symm).symm

/-- For positive definite `S`, a nonzero covariant gradient has positive length. -/
theorem dualNorm_pos (hS : S.PosDef) (hg : g ≠ 0) : 0 < dualNorm S g := by
  refine lt_of_le_of_ne (Real.sqrt_nonneg _) (fun h => hg ?_)
  have h1 := dualNorm_sq hS g
  rw [← h, ← (contravariant_represents hS g).2] at h1
  have h2 : S⁻¹ *ᵥ g = 0 := (braket_definite hS _).2.1 (by rw [h1]; simp)
  have h3 := (contravariant_represents hS g).1
  rw [h2, Matrix.mulVec_zero] at h3
  exact h3.symm

/-- Let `S` be positive definite and `g ≠ 0`. Among directions with `⟨d, S d⟩ = 1`, the slope
`Re⟨g, d⟩` has minimum `-√⟨g, S⁻¹ g⟩`, attained only at `d = -S⁻¹ g / √⟨g, S⁻¹ g⟩`. -/
theorem steepest_descent (hS : S.PosDef) (hg : g ≠ 0) :
    IsLeast ((fun d => (star g ⬝ᵥ d).re) '' {d | braket S d d = 1}) (-dualNorm S g) ∧
      ∀ d, braket S d d = 1 →
        ((star g ⬝ᵥ d).re = -dualNorm S g ↔ d = steepestDir S g) := by
  have hN := dualNorm_pos hS hg
  have hNc : (dualNorm S g : ℂ) ≠ 0 := by exact_mod_cast hN.ne'
  have hp := (contravariant_represents hS g).2
  have hq := dualNorm_sq hS g
  -- the claimed direction has the claimed slope and is normalized
  have hval : star g ⬝ᵥ steepestDir S g = -(dualNorm S g : ℂ) := by
    rw [steepestDir, dotProduct_smul, hq, smul_eq_mul]
    push_cast
    field_simp
  have hleft : ∀ w, braket S (steepestDir S g) w =
      ((-(dualNorm S g)⁻¹ : ℝ) : ℂ) * (star g ⬝ᵥ w) := by
    intro w
    rw [← hp]
    simp only [braket, steepestDir, star_smul, smul_dotProduct, smul_eq_mul,
      Complex.star_def, Complex.conj_ofReal]
  have hnorm : braket S (steepestDir S g) (steepestDir S g) = 1 := by
    rw [hleft, hval]
    push_cast
    field_simp
  -- completing the square in the S metric
  have hsq : ∀ d, braket S d d = 1 →
      (braket S (S⁻¹ *ᵥ g + (dualNorm S g : ℂ) • d) (S⁻¹ *ᵥ g + (dualNorm S g : ℂ) • d)).re =
        2 * dualNorm S g * (dualNorm S g + (star g ⬝ᵥ d).re) := by
    intro d hd
    rw [braket_line hS.isHermitian, hp, hp, hq, hd, Complex.ofReal_re, Complex.one_re]
    ring
  refine ⟨⟨⟨steepestDir S g, hnorm, ?_⟩, ?_⟩, ?_⟩
  · show (star g ⬝ᵥ steepestDir S g).re = _
    rw [hval]
    simp
  · rintro _ ⟨d, hd, rfl⟩
    have h := (braket_definite hS (S⁻¹ *ᵥ g + (dualNorm S g : ℂ) • d)).1
    rw [hsq d hd] at h
    have h2 := (mul_nonneg_iff_of_pos_left (mul_pos two_pos hN)).1 h
    show -dualNorm S g ≤ (star g ⬝ᵥ d).re
    linarith
  · intro d hd
    constructor
    · intro h
      -- equality makes the completed square vanish
      have h0 := (braket_definite hS (S⁻¹ *ᵥ g + (dualNorm S g : ℂ) • d)).2.1
        (by rw [hsq d hd, h]; ring)
      have hc : ((-(dualNorm S g)⁻¹ : ℝ) : ℂ) * (dualNorm S g : ℂ) = -1 := by
        push_cast
        field_simp
      rw [steepestDir, eq_neg_of_add_eq_zero_left h0, smul_neg, smul_smul, hc]
      simp
    · intro h
      rw [h, hval]
      simp

/-- For Hermitian `H`, positive definite `S` and an orbital with `⟨x, S x⟩ = 1`, the contravariant
residual `S⁻¹ (H x - ε S x)` is `S`-orthogonal to the orbital. -/
theorem contravariant_residual_orthogonal (hH : H.IsHermitian) (hS : S.PosDef) (x : n → ℂ)
    (hx : braket S x x = 1) : braket S x (S⁻¹ *ᵥ residual H S x) = 0 := by
  have him : ((braket H x x).re : ℂ) = braket H x x :=
    Complex.conj_eq_iff_re.1 (braket_symm hH x x).symm
  have hE : energy H S x = (braket H x x).re := by simp [energy, hx]
  rw [braket, (contravariant_represents hS _).1, residual, dotProduct_sub, dotProduct_smul]
  change braket H x x - (energy H S x : ℂ) • braket S x x = 0
  rw [hx, hE, him]
  simp

/-- For positive definite `S` and `g ≠ 0`, the steepest direction is a positive multiple of `-g`
exactly when `g` is an eigenvector of `S` with a positive eigenvalue. -/
theorem covariant_direction_iff (hS : S.PosDef) (hg : g ≠ 0) :
    (∃ c : ℝ, 0 < c ∧ steepestDir S g = -((c : ℂ) • g)) ↔
      ∃ μ : ℝ, 0 < μ ∧ S *ᵥ g = (μ : ℂ) • g := by
  have hN := dualNorm_pos hS hg
  have hNc : (dualNorm S g : ℂ) ≠ 0 := by exact_mod_cast hN.ne'
  constructor
  · rintro ⟨c, hc, h⟩
    have hcc : (c : ℂ) ≠ 0 := by exact_mod_cast hc.ne'
    -- apply S to both sides
    have h1 := congrArg (fun v => S *ᵥ v) h
    simp only [steepestDir, Matrix.mulVec_smul, Matrix.mulVec_neg,
      (contravariant_represents hS g).1] at h1
    refine ⟨(dualNorm S g)⁻¹ / c, by positivity, ?_⟩
    funext i
    have h2 := congrFun h1 i
    simp only [Pi.smul_apply, Pi.neg_apply, smul_eq_mul] at h2 ⊢
    push_cast at h2 ⊢
    rw [div_mul_eq_mul_div, eq_div_iff hcc]
    linear_combination h2
  · rintro ⟨μ, hμ, h⟩
    have hμc : (μ : ℂ) ≠ 0 := by exact_mod_cast hμ.ne'
    have h1 : S⁻¹ *ᵥ (S *ᵥ g) = g := by
      rw [Matrix.mulVec_mulVec, Matrix.nonsing_inv_mul S hS.det_pos.ne'.isUnit,
        Matrix.one_mulVec]
    rw [h, Matrix.mulVec_smul] at h1
    refine ⟨(dualNorm S g)⁻¹ * μ⁻¹, by positivity, ?_⟩
    funext i
    have h2 := congrFun h1 i
    simp only [steepestDir, Pi.smul_apply, Pi.neg_apply, smul_eq_mul] at h2 ⊢
    rw [← h2]
    push_cast
    field_simp

end

end UltrasoftSteepestDescent
```

```lean
#print axioms UltrasoftSteepestDescent.energy_hasDerivAt
-- 'UltrasoftSteepestDescent.energy_hasDerivAt' depends on axioms: [propext, Classical.choice, Quot.sound]
#print axioms UltrasoftSteepestDescent.steepest_descent
-- 'UltrasoftSteepestDescent.steepest_descent' depends on axioms: [propext, Classical.choice, Quot.sound]
#print axioms UltrasoftSteepestDescent.contravariant_residual_orthogonal
-- 'UltrasoftSteepestDescent.contravariant_residual_orthogonal' depends on axioms: [propext, Classical.choice, Quot.sound]
#print axioms UltrasoftSteepestDescent.covariant_direction_iff
-- 'UltrasoftSteepestDescent.covariant_direction_iff' depends on axioms: [propext, Classical.choice, Quot.sound]
```

## Fixed H, exact S⁻¹, one orbital

Orbitals are coefficient vectors `n → ℂ` over a finite index type. `braket A x y` is ⟨x,Ay⟩, conjugating the first argument; `dualNorm S g` is N and `steepestDir S g` is −S⁻¹g/N. In `steepest_descent`, `IsLeast` says that −N is a lower bound and is attained; the second part says that a normalised d attains it exactly when it equals `steepestDir S g`.

The proof follows the algebra above. `contravariant_represents` supplies Sp = g and ⟨p,Sd⟩ = ⟨g,d⟩, while `dualNorm_sq` and `dualNorm_pos` show that ⟨g,S⁻¹g⟩ is real and N positive. `braket_line`, taken at t = N, gives the completed square `hsq`. `braket_definite` then yields both the bound and uniqueness, and `hval` and `hnorm` check the minimiser. `energy_hasDerivAt` applies the quotient rule, `contravariant_residual_orthogonal` gives the orthogonality, and `covariant_direction_iff` treats the eigenvector case.

Positive definiteness is assumed. Physically, it says that every nonzero orbital has positive norm once the augmentation charge is included; a pseudopotential with negative augmentation charges may violate it.

The theorems concern the first-order slope at one point. They give no step length or convergence rate, and they do not cover approximate inverses of S, preconditioners, orthogonality to other bands, or the response of H to a changing density.
